# No negative ions in the discretised Thomas–Fermi model when the chemical potential is not positive

On a finite grid with a nearest-neighbour Laplacian, grounded walls and nonnegative nuclear charges, a Thomas–Fermi solution whose chemical potential is zero or negative never holds more electrons than the total nuclear charge. Zero chemical potential is the unconstrained atom, which takes up as many electrons as it wants, so this atom never becomes a negative ion.

## The atom on a grid

How many electrons can a set of fixed nuclei bind? In Thomas–Fermi theory the electrons form a cloud whose density at each point depends only on the electrostatic potential there, and the potential is in turn produced by the nuclei and the cloud. Real atoms such as chlorine do form anions, so the absence of negative ions is a property of this model and not of nature.

Let $i$ label the sites of a finite grid. Write $\phi_i$ for the electrostatic potential, $b_i$ for the nuclear charge, $x_i$ for the number of electrons at site $i$, and $-\mu$ for the chemical potential. Many textbooks write $\mu$ for the chemical potential itself; here the sign is reversed. The equations are

$$A\phi = b - x,\qquad x_i=\max(\phi_i-\mu,0)^{3/2}.$$

The first is Poisson's equation, with $A$ the discretised negative Laplacian. The second is the local filling of a free-electron gas. On a uniform grid its constant prefactor is absorbed by rescaling $\phi$, $\mu$ and $A$, while $b_i$ and $x_i$ remain in elementary charges.

```lean
import Mathlib

open Matrix

namespace ThomasFermiNoNegativeIon

noncomputable section

variable {n : Type*} [Fintype n]
```

The matrix $A$ is assumed to be real, symmetric and positive definite, with nonpositive off-diagonal entries and nonnegative row sums. The usual nearest-neighbour Laplacian in a box with $\phi=0$ on the walls has these properties. A row sum is then positive at sites next to a wall and zero inside. Higher-order stencils can have positive off-diagonal entries, and they then fall outside the assumption. In Lean the sites form a finite type `n`, and the four fields of `IsDiscreteLaplacian` are the four properties.

```lean
/-- A discretised negative Laplacian: a real symmetric positive definite matrix with
nonpositive off-diagonal entries and nonnegative row sums. -/
structure IsDiscreteLaplacian (A : Matrix n n ℝ) : Prop where
  symm : ∀ i j, A i j = A j i
  posDef : ∀ v : n → ℝ, v ≠ 0 → 0 < v ⬝ᵥ A *ᵥ v
  offDiag : ∀ i j, i ≠ j → A i j ≤ 0
  rowSum : ∀ i, 0 ≤ ∑ j, A i j
```

The electron number $x_i$ is `tfDensity μ φ i`, with a real exponent.

```lean
/-- The Thomas-Fermi electron number at site `i` for the potential `φ` and the chemical potential
`-μ`, both in scaled units. -/
def tfDensity {n : Type*} (μ : ℝ) (φ : n → ℝ) (i : n) : ℝ :=
  (max (φ i - μ) 0) ^ (3 / 2 : ℝ)
```

The self-consistent equation is a condition on a given $\phi$. The theorems take a solution as given and do not prove that one exists.

```lean
/-- The discretised Thomas-Fermi equation: the potential `φ` is generated by the nuclear
charges `b` minus the electron density that `φ` itself induces. -/
def IsTFSolution (A : Matrix n n ℝ) (b : n → ℝ) (μ : ℝ) (φ : n → ℝ) : Prop :=
  A *ᵥ φ = b - tfDensity μ φ
```

The theorems concern a finite box of sites. The passage to continuous, unbounded space, where Thomas–Fermi theory describes a free atom, is not treated here.

## (a) The sign of the potential

Let $b_i\ge 0$ for all $i$ and $\mu\ge 0$. Show that every solution satisfies

$$\phi_i\ge 0\quad\text{for all } i.$$

Let $m_i=\max(-\phi_i,0)$ be the negative part of the potential. Then $p=\phi+m$ is its positive part, both are nonnegative, and $m_ip_i=0$ at every site. In

$$m\cdot Ap=\sum_{i,j}m_iA_{ij}p_j$$

the diagonal terms vanish, and the others are at most zero because $A_{ij}\le 0$ for $i\ne j$. Hence $m\cdot Ap\le 0$.

Now test the Thomas–Fermi equation with $m$. Where $m_i>0$ the potential is negative, so $\phi_i-\mu<0$ and there are no electrons: $x_i=0$. Therefore

$$m\cdot A\phi=m\cdot(b-x)=m\cdot b\ge 0.$$

Subtracting gives $m\cdot Am=m\cdot Ap-m\cdot A\phi\le 0$. Since $A$ is positive definite, $m=0$, which is the claim.

In the Lean proof, `cross` is the first inequality and `source` the second. The proof ends by contradiction: a site with $\phi_i<0$ makes $m$ nonzero, so `posDef` gives $m\cdot Am>0$, which is incompatible with the two inequalities. Symmetry and row sums are not used.

```lean
variable {A : Matrix n n ℝ} {b φ : n → ℝ} {μ : ℝ}

/-- For nonnegative nuclear charges and `μ ≥ 0`, the Thomas-Fermi potential is nowhere
negative. -/
theorem potential_nonneg (hA : IsDiscreteLaplacian A) (hb : ∀ i, 0 ≤ b i) (hμ : 0 ≤ μ)
    (h : IsTFSolution A b μ φ) (i : n) : 0 ≤ φ i := by
  -- `m` is the negative part of the potential, `φ + m` its positive part
  obtain ⟨m, hm⟩ : ∃ m : n → ℝ, ∀ i, m i = max (-φ i) 0 := ⟨_, fun _ => rfl⟩
  have hm0 : ∀ i, 0 ≤ m i := fun i => by rw [hm]; exact le_max_right _ _
  have hmφ : ∀ i, -φ i ≤ m i := fun i => by rw [hm]; exact le_max_left _ _
  have hp0 : ∀ i, 0 ≤ (φ + m) i := fun i => by
    have := hmφ i
    simp only [Pi.add_apply]
    linarith
  have hmp : ∀ i, m i * (φ + m) i = 0 := by
    intro i
    simp only [Pi.add_apply]
    rcases le_total 0 (φ i) with h0 | h0
    · rw [hm, max_eq_right (by linarith)]; ring
    · rw [hm, max_eq_left (by linarith)]; ring
  -- the two parts live on different sites, so only off-diagonal entries couple them
  have cross : m ⬝ᵥ A *ᵥ (φ + m) ≤ 0 := by
    simp only [dotProduct, Matrix.mulVec, Finset.mul_sum]
    refine Finset.sum_nonpos fun i _ => Finset.sum_nonpos fun j _ => ?_
    by_cases hij : i = j
    · subst hij
      exact le_of_eq (by linear_combination A i i * hmp i)
    · have h1 := mul_nonneg (hm0 i)
        (mul_nonneg (neg_nonneg.2 (hA.offDiag i j hij)) (hp0 j))
      nlinarith [h1]
  -- there are no electrons where the potential is negative
  have source : 0 ≤ m ⬝ᵥ A *ᵥ φ := by
    have h' : A *ᵥ φ = b - tfDensity μ φ := h
    rw [h']
    simp only [dotProduct, Pi.sub_apply]
    refine Finset.sum_nonneg fun i _ => ?_
    rcases le_total 0 (φ i) with h0 | h0
    · rw [hm, max_eq_right (by linarith), zero_mul]
    · have hx : tfDensity μ φ i = 0 := by
        rw [tfDensity, max_eq_right (by linarith)]
        exact Real.zero_rpow (by norm_num)
      rw [hx, sub_zero]
      exact mul_nonneg (hm0 i) (hb i)
  by_contra hi
  have hne : m ≠ 0 := by
    intro h0
    have h1 : m i = 0 := congrFun h0 i
    have h2 := hmφ i
    linarith
  have hpos := hA.posDef m hne
  rw [Matrix.mulVec_add, dotProduct_add] at cross
  linarith
```

## (b) A discrete Gauss law

Show that the net charge of any solution is fixed by the potential at the sites with nonzero row sum:

$$\sum_i b_i-\sum_i x_i=\sum_j\Big(\sum_k A_{jk}\Big)\phi_j.$$

Sum the equation $b_i-x_i=\sum_jA_{ij}\phi_j$ over $i$ and exchange the two sums:

$$\sum_i(b_i-x_i)=\sum_j\Big(\sum_iA_{ij}\Big)\phi_j.$$

By symmetry $A_{ij}=A_{ji}$, so the column sum in the bracket is the row sum of row $j$.

For the box with grounded walls, the right-hand side is the electric flux through the walls, and the identity says that this flux equals the enclosed charge. It needs no assumption on the signs of $b$ or $\mu$. In Lean, `e` is the equation at one site, `Finset.sum_comm` exchanges the sums, and `hA.symm` turns columns into rows.

```lean
/-- Discrete Gauss law: the net charge of a Thomas-Fermi solution is the sum over sites of
row sum times potential. -/
theorem net_charge (hA : IsDiscreteLaplacian A) (h : IsTFSolution A b μ φ) :
    ∑ i, b i - ∑ i, tfDensity μ φ i = ∑ j, (∑ k, A j k) * φ j := by
  have e : ∀ i, b i - tfDensity μ φ i = ∑ j, A i j * φ j := fun i => (congrFun h i).symm
  rw [← Finset.sum_sub_distrib, Finset.sum_congr rfl fun i _ => e i, Finset.sum_comm]
  refine Finset.sum_congr rfl fun j _ => ?_
  rw [Finset.sum_mul]
  refine Finset.sum_congr rfl fun i _ => ?_
  rw [hA.symm i j]
```

## (c) The bound on the electron number

Let $b_i\ge0$ for all $i$ and $\mu\ge0$ again. Show that

$$\sum_i x_i\le\sum_i b_i.$$

By (b) the net charge is a sum of row sums times potentials. The row sums are nonnegative by assumption and the potentials by (a), so the net charge is nonnegative.

The Lean proof has the same two ingredients, `h1` for the sign of the sum and `h2` for the Gauss law.

```lean
/-- No negative ions: for nonnegative nuclear charges and `μ ≥ 0`, a discretised
Thomas-Fermi solution holds at most as many electrons as the total nuclear charge. -/
theorem no_negative_ion (hA : IsDiscreteLaplacian A) (hb : ∀ i, 0 ≤ b i) (hμ : 0 ≤ μ)
    (h : IsTFSolution A b μ φ) : ∑ i, tfDensity μ φ i ≤ ∑ i, b i := by
  have h1 : 0 ≤ ∑ j, (∑ k, A j k) * φ j :=
    Finset.sum_nonneg fun j _ => mul_nonneg (hA.rowSum j) (potential_nonneg hA hb hμ h j)
  have h2 := net_charge hA h
  linarith
```

## (d) The unconstrained atom

If the energy is minimised without fixing the number of electrons, no Lagrange multiplier is needed and $\mu=0$. Show that for $b_i\ge 0$, $x_i=\max(\phi_i,0)^{3/2}$ and $A\phi=b-x$,

$$\phi_i\ge0\ \text{ for all } i,\qquad \sum_i x_i\le\sum_i b_i .$$

Since $\phi_i-0=\phi_i$, this $x$ is the electron number of the general model at $\mu=0$. Parts (a) and (c) then give the two claims.

Here Lean takes `x` as a vector of its own, tied to the potential by the hypothesis `hx`. The proof identifies it with `tfDensity 0 φ` and applies the earlier theorems.

In a grid calculation that meets these assumptions, an electron number above the total nuclear charge is therefore a numerical error, for instance from incomplete convergence. The theorem does not say how large such an error can be.

```lean
/-- The unconstrained case `μ = 0`: for nonnegative nuclear charges the potential is
nonnegative and the electron number does not exceed the nuclear charge. -/
theorem unconstrained_atom (hA : IsDiscreteLaplacian A) (hb : ∀ i, 0 ≤ b i) {x : n → ℝ}
    (hx : ∀ i, x i = (max (φ i) 0) ^ (3 / 2 : ℝ)) (h : A *ᵥ φ = b - x) :
    (∀ i, 0 ≤ φ i) ∧ ∑ i, x i ≤ ∑ i, b i := by
  have e : x = tfDensity 0 φ := by
    funext i
    rw [hx, tfDensity, sub_zero]
  subst e
  exact ⟨potential_nonneg hA hb le_rfl h, no_negative_ion hA hb le_rfl h⟩
```

## (e) When the system is neutral

With $b_i\ge0$ for all $i$ and $\mu\ge0$, show that

$$\sum_i x_i=\sum_i b_i\iff \phi_j=0\ \text{ for every } j \text{ with } \sum_kA_{jk}>0.$$

By (b), neutrality means that $\sum_j(\sum_kA_{jk})\phi_j=0$. All terms are nonnegative, so the sum vanishes only if each term does, and where the row sum is positive this forces $\phi_j=0$. Conversely, if $\phi_j=0$ at all those sites, the remaining terms vanish because their row sums are zero, and the net charge is zero.

For the box, neutrality means that the potential vanishes at all sites next to a wall. On a connected grid that carries any nuclear charge this never happens. A site with $\phi_j=0$ has no electrons, so its equation reads $\sum_{k\ne j}A_{jk}\phi_k=b_j$. The left side is at most zero and the right side at least zero, so both vanish. The potential is then zero at the neighbouring sites too, and so on through the grid, which leaves no charge anywhere. With $\mu\ge0$ and some nuclear charge inside, the grounded box thus always keeps a positive net charge.

The two directions of the Lean proof are the two halves of the first argument. The term-by-term step is `Finset.sum_eq_zero_iff_of_nonneg`.

```lean
/-- For nonnegative nuclear charges and `μ ≥ 0`, a Thomas-Fermi solution is neutral exactly
when its potential vanishes at every site with positive row sum. -/
theorem neutral_iff (hA : IsDiscreteLaplacian A) (hb : ∀ i, 0 ≤ b i) (hμ : 0 ≤ μ)
    (h : IsTFSolution A b μ φ) :
    ∑ i, tfDensity μ φ i = ∑ i, b i ↔ ∀ j, 0 < ∑ k, A j k → φ j = 0 := by
  have h2 := net_charge hA h
  constructor
  · intro hN j hj
    have h0 : ∑ j, (∑ k, A j k) * φ j = 0 := by linarith
    -- a vanishing sum of nonnegative terms vanishes term by term
    have h3 := (Finset.sum_eq_zero_iff_of_nonneg fun j _ =>
      mul_nonneg (hA.rowSum j) (potential_nonneg hA hb hμ h j)).1 h0 j (Finset.mem_univ j)
    exact (mul_eq_zero.1 h3).resolve_left hj.ne'
  · intro hφ
    have h0 : ∑ j, (∑ k, A j k) * φ j = 0 := by
      refine Finset.sum_eq_zero fun j _ => ?_
      rcases (hA.rowSum j).eq_or_lt with hj | hj
      · rw [← hj, zero_mul]
      · rw [hφ j hj, mul_zero]
    linarith
```

## (f) A negative ion at positive chemical potential

Find a solution with $\mu<0$ that holds more electrons than nuclear charge. A single site is enough:

$$A=1,\quad b=0,\quad \mu=-2,\quad \phi=-1,\quad x=1.$$

Here $\phi-\mu=1$, so $x=1^{3/2}=1$, and the equation reads $-1=0-1$. One electron sits on a site with no nucleus. Physically, the chemical potential $-\mu=2$ is that of a reservoir that pushes charge into the box against its own repulsion. With a nucleus on the site, $b=1$, $\mu=-11$, $\phi=-7$ and $x=4^{3/2}=8$ solve the same equations: eight electrons sit on a nuclear charge of 1, again kept there by the reservoir and not by the attraction of the nucleus alone. The bound in (c) is therefore false if $\mu$ is left unrestricted.

The Lean statement has three parts: the $1\times1$ identity matrix is an admissible $A$, the constant potential $-1$ is a solution, and the electron number is 1.

```lean
/-- The bound can fail for `μ < 0`: with `μ = -2`, a single site without nuclear charge has
a Thomas-Fermi solution that holds one electron. -/
theorem negative_ion_of_neg_mu :
    IsDiscreteLaplacian (1 : Matrix (Fin 1) (Fin 1) ℝ) ∧
    IsTFSolution (1 : Matrix (Fin 1) (Fin 1) ℝ) 0 (-2) (fun _ => -1) ∧
    ∑ i : Fin 1, tfDensity (-2) (fun _ => -1) i = 1 := by
  have hx : tfDensity (-2) (fun _ : Fin 1 => (-1 : ℝ)) = fun _ => 1 := by
    funext i
    norm_num [tfDensity]
  refine ⟨⟨?_, ?_, ?_, ?_⟩, ?_, ?_⟩
  · intro i j
    rw [Subsingleton.elim i j]
  · intro v hv
    have h0 : v 0 ≠ 0 := fun h => hv (by
      funext i
      rw [Subsingleton.elim i 0]
      exact h)
    rw [Matrix.one_mulVec]
    simp only [dotProduct, Fin.sum_univ_one]
    exact mul_self_pos.2 h0
  · intro i j hij
    exact absurd (Subsingleton.elim i j) hij
  · intro i
    rw [Subsingleton.elim i 0]
    simp
  · rw [IsTFSolution, hx, Matrix.one_mulVec]
    funext i
    simp
  · rw [hx]
    simp
```

## (g) A two-site example with electrons

Check that the assumptions of (c) are met by a system with a nonzero electron density. Number the sites 0 and 1 and take

$$A=\begin{pmatrix}2&-1\\-1&1\end{pmatrix},\quad b=\begin{pmatrix}2\\1\end{pmatrix},\quad \mu=0,\quad \phi=\begin{pmatrix}1\\1\end{pmatrix}.$$

The matrix is symmetric, its off-diagonal entries are $-1$, and its row sums are $1$ and $0$. For a vector $v$,

$$v\cdot Av=2v_0^2-2v_0v_1+v_1^2=v_0^2+(v_0-v_1)^2,$$

which is positive unless $v_0=v_1=0$. The electron numbers are $x=(1,1)$, and $A\phi=(1,0)=b-x$. Two electrons face a nuclear charge of 3, and the net charge 1 is the row sum of site 0 times its potential, as (b) requires.

In Lean, `e` is the sum of two squares, and the other properties are checked entry by entry.

```lean
/-- A two-site instance with nuclear charges 2 and 1, unit potential on both sites and `μ = 0` meets
the hypotheses of `no_negative_ion`. -/
theorem no_negative_ion_witness :
    IsDiscreteLaplacian !![(2 : ℝ), -1; -1, 1] ∧ (∀ i, 0 ≤ ![(2 : ℝ), 1] i) ∧
    IsTFSolution !![(2 : ℝ), -1; -1, 1] ![2, 1] 0 ![1, 1] := by
  refine ⟨⟨?_, ?_, ?_, ?_⟩, ?_, ?_⟩
  · intro i j
    fin_cases i <;> fin_cases j <;> simp
  · intro v hv
    -- the quadratic form is a sum of two squares
    have e : v ⬝ᵥ !![(2 : ℝ), -1; -1, 1] *ᵥ v = v 0 ^ 2 + (v 0 - v 1) ^ 2 := by
      simp [dotProduct, Matrix.mulVec, Fin.sum_univ_two]
      ring
    rw [e]
    by_contra hle
    have s0 := sq_nonneg (v 0)
    have s1 := sq_nonneg (v 0 - v 1)
    have h0 : v 0 = 0 := (pow_eq_zero_iff two_ne_zero).1 (by linarith)
    have h1 : v 0 - v 1 = 0 := (pow_eq_zero_iff two_ne_zero).1 (by linarith)
    have h2 : v 1 = 0 := by linarith
    apply hv
    funext i
    fin_cases i
    · exact h0
    · exact h2
  · intro i j hij
    fin_cases i <;> fin_cases j <;> simp at hij ⊢
  · intro i
    fin_cases i <;> norm_num [Fin.sum_univ_two]
  · intro i
    fin_cases i <;> norm_num
  · have hx : tfDensity 0 ![(1 : ℝ), 1] = ![1, 1] := by
      funext i
      fin_cases i <;> norm_num [tfDensity]
    rw [IsTFSolution, hx]
    funext i
    fin_cases i <;> norm_num [Matrix.mulVec, dotProduct, Fin.sum_univ_two]

end

end ThomasFermiNoNegativeIon
```

```lean
#print axioms ThomasFermiNoNegativeIon.no_negative_ion
#print axioms ThomasFermiNoNegativeIon.unconstrained_atom
#print axioms ThomasFermiNoNegativeIon.neutral_iff
#print axioms ThomasFermiNoNegativeIon.negative_ion_of_neg_mu
```

```
'ThomasFermiNoNegativeIon.no_negative_ion' depends on axioms: [propext, Classical.choice, Quot.sound]
'ThomasFermiNoNegativeIon.unconstrained_atom' depends on axioms: [propext, Classical.choice, Quot.sound]
'ThomasFermiNoNegativeIon.neutral_iff' depends on axioms: [propext, Classical.choice, Quot.sound]
'ThomasFermiNoNegativeIon.negative_ion_of_neg_mu' depends on axioms: [propext, Classical.choice, Quot.sound]
```

## Other density laws and uneven grids

The power $3/2$ enters the argument for (a) at one point only: there are no electrons where the potential is negative. Parts (b) and (c) use no other property of the density. The same reasoning therefore gives $\phi_i\ge0$ and the bound on the electron number for

$$x_i=c_i\max(\phi_i-\mu,0)^{s},\qquad c_i\ge0,\ s>0,\ \mu\ge0.$$

Site-dependent prefactors $c_i$ describe a grid with cells of unequal volume. The Lean theorems themselves are stated for $c_i=1$ and $s=3/2$.
